# N-site exchange with all rates at least c > 0: populations of equal total converge at least as fast as exp(−Nct)

## Choosing an equilibration delay

A simulation of chemical exchange may start from populations that are not at equilibrium and let them evolve for a delay, after which they are replaced by the equilibrium values. The delay has to be long enough for the replacement error, measured as the sum over sites of the absolute deviations from equilibrium, to be at most a chosen tolerance ε > 0. Suppose that no population enters or leaves the network of N sites, that the equilibrium populations have the same total as the initial ones, that D(0) > 0 is the initial value of that sum, and that every site transfers directly to every other with a rate constant of at least c > 0. Then the delay

t ≥ ln(D(0)/ε) / (Nc), with t ≥ 0,

is sufficient. No eigenvalue of the rate matrix is needed. The estimate applies to classical site populations with first-order, time-independent rates; it says nothing about spin coherences.

## The kinetic model

Let n_i(t) be the population of site i at time t, and let K be a real N × N matrix. The kinetic equation is

n_i′(t) = Σ_j K_ij n_j(t).

For i ≠ j, the entry K_ij is the rate constant for transfer from site j to site i. Two conditions are imposed on K:

Σ_i K_ij = 0 for every j,

K_ij ≥ c for all i ≠ j.

The first says that whatever leaves site j arrives at another site, so the network is closed. The second says that the slowest direct transfer, in either direction between any two sites, has a rate constant of at least c. If some pair of sites has no direct transfer, the largest admissible c is zero, and the bound below then says only that the distance does not grow.

For two solutions n and m, the distance is

D(t) = Σ_i |n_i(t) − m_i(t)|.

If Σ_i n_i(0) = Σ_i m_i(0), the claim is

D(t) ≤ exp(−Nct) D(0) for t ≥ 0.

## Derivation of the bound

**Conservation.** Summing the kinetic equation over i gives

Σ_i n_i′ = Σ_j (Σ_i K_ij) n_j = 0.

Each total is therefore constant, and the difference d = n − m satisfies Σ_i d_i(t) = 0 at all times t ≥ 0.

**A shifted matrix with nonnegative entries.** Let x be any vector with Σ_j x_j = 0. Subtracting c from every entry of K does not change Kx, because the subtracted term is c Σ_j x_j = 0. For a real number b, therefore,

(Kx)_i + b x_i = Σ_j A_ij x_j, where A_ij = K_ij − c + b δ_ij.

Here δ_ij is 1 for i = j and 0 otherwise. The off-diagonal entries of A are nonnegative by the assumption on the rates. The diagonal entries are nonnegative once b is large enough. Each column of A sums to

Σ_i A_ij = 0 − Nc + b = b − Nc.

The triangle inequality, followed by exchanging the sums, gives

Σ_i |(Kx)_i + b x_i| ≤ Σ_i Σ_j A_ij |x_j| = (b − Nc) Σ_j |x_j|.

**Growth of the rescaled difference.** Put w(t) = exp(bt) d(t). Since d′ = Kd,

w′ = b w + K w.

The vector w also has zero sum. Write ‖w‖ = Σ_i |w_i| and a = b − Nc. The previous estimate reads ‖w′‖ ≤ a‖w‖. For a small step h > 0,

‖w(t + h)‖ ≤ ‖w(t)‖ + h‖w′(t)‖ + o(h) ≤ (1 + ah)‖w(t)‖ + o(h).

This is the differential inequality to which Grönwall's lemma applies, and it yields

‖w(t)‖ ≤ exp(at) ‖w(0)‖.

Since ‖w(t)‖ = exp(bt) D(t) and ‖w(0)‖ = D(0), dividing by exp(bt) gives the claim. The auxiliary number b has disappeared.

## Equilibrium and the case of equality

A stationary population p satisfies Kp = 0, so the constant function with value p is a solution. Taking m = p turns the bound into one on the approach to equilibrium, provided that n(0) and p have the same total.

If c > 0 and two stationary populations p and q have the same total, their distance D is constant in time. At t = 1 the bound reads D ≤ exp(−Nc) D. With at least one site the factor is below one, so D = 0 and p = q.

For uniform exchange, K_ij = c − Nc δ_ij. If Σ_i x_i = 0, then

(Kx)_i = c Σ_j x_j − Nc x_i = −Nc x_i.

Let p now be a single number instead of a vector. A population with the value p on every site is stationary, so p + exp(−Nct) x_i is a solution. For c > 0 and t ≥ 0 its entries are nonnegative if p ≥ |x_i| for every i. Two such solutions, with zero-sum deviations x and y, have distance exp(−Nct) Σ_i |x_i − y_i|. The bound is then an equality at every time, and for N ≥ 2 one can choose x ≠ y, which shows that the rate Nc cannot be improved in general.

## The statement in Lean

The sites form a finite type `ι`, and N is `Fintype.card ι`. A population vector is a function `ι → ℝ`; its entries are not required to be nonnegative. `IsExchangeMatrix K c` contains the two conditions on K, as `colSum` and `lower`. `Solves K n` states the kinetic equation for all t ≥ 0 with a derivative within `Ici 0`, the half-line [0, ∞), so the derivative is one-sided at t = 0. `popDist` is the distance D.

The main theorem, `exchange_contraction`, takes two solutions with equal initial totals and bounds their distance. It holds for every real c; for negative c the bound permits growth. Positivity is assumed only in `equilibrium_unique`. The theorems take solutions and stationary populations as given and do not construct them for a general K. Rates that vary in time, and loss terms that make the column sums nonzero, are not covered.

```lean
import Mathlib

open Matrix Set

namespace ExchangeContraction

noncomputable section

variable {ι : Type*} [Fintype ι]

/-- A rate matrix for exchange between sites: columns sum to zero, and every rate between
two different sites is at least `c`. -/
structure IsExchangeMatrix (K : Matrix ι ι ℝ) (c : ℝ) : Prop where
  colSum : ∀ j, ∑ i, K i j = 0
  lower : ∀ i j, i ≠ j → c ≤ K i j

/-- The populations `n` obey the kinetic equation `n' = K n` for all times `t ≥ 0`. -/
def Solves (K : Matrix ι ι ℝ) (n : ℝ → ι → ℝ) : Prop :=
  ∀ t, 0 ≤ t → HasDerivWithinAt n (K *ᵥ n t) (Ici 0) t

/-- The distance between two population vectors: the sum of absolute differences. -/
def popDist (x y : ι → ℝ) : ℝ := ∑ i, |x i - y i|

/-- The derivative of `exp (b t)` with respect to time is `b exp (b t)`. -/
lemma hasDerivAt_exp_rate (b s : ℝ) :
    HasDerivAt (fun r => Real.exp (b * r)) (b * Real.exp (b * s)) s := by
  have h := ((hasDerivAt_id' s).const_mul b).exp
  exact h.congr_deriv (by ring)

/-- Exchange conserves the total population. -/
theorem total_conserved {K : Matrix ι ι ℝ} {n : ℝ → ι → ℝ}
    (hK : ∀ j, ∑ i, K i j = 0) (hn : Solves K n) {t : ℝ} (ht : 0 ≤ t) :
    ∑ i, n t i = ∑ i, n 0 i := by
  have hd : ∀ s, 0 ≤ s → HasDerivWithinAt (fun r => ∑ i, n r i) 0 (Ici 0) s := by
    intro s hs
    have h : HasDerivWithinAt (fun r => ∑ i, n r i) (∑ i, (K *ᵥ n s) i) (Ici 0) s :=
      HasDerivWithinAt.fun_sum fun i _ => hasDerivWithinAt_pi.1 (hn s hs) i
    refine h.congr_deriv ?_
    simp only [Matrix.mulVec, dotProduct]
    rw [Finset.sum_comm]
    exact Finset.sum_eq_zero fun j _ => by rw [← Finset.sum_mul, hK, zero_mul]
  exact constant_of_has_deriv_right_zero
    (fun s hs => (hd s hs.1).continuousWithinAt.mono Icc_subset_Ici_self)
    (fun s hs => (hd s hs.1).mono (Ici_subset_Ici.2 hs.1)) t ⟨ht, le_rfl⟩

/-- On population differences `x` of zero sum, the shifted rate matrix `K + b` enlarges the
sum of absolute values by at most the factor `b - N c`, once `b` is large enough. -/
theorem shifted_bound {K : Matrix ι ι ℝ} {c b : ℝ} (hK : IsExchangeMatrix K c)
    (hb : ∀ i, 0 ≤ K i i - c + b) {x : ι → ℝ} (hx : ∑ i, x i = 0) :
    ∑ i, |(K *ᵥ x) i + b * x i| ≤ (b - Fintype.card ι * c) * ∑ i, |x i| := by
  classical
  -- subtracting `c` from every entry changes nothing on vectors of zero sum
  have hrow : ∀ i, (K *ᵥ x) i + b * x i
      = ∑ j, (K i j - c + if i = j then b else 0) * x j := by
    intro i
    simp only [Matrix.mulVec, dotProduct, add_mul, sub_mul, ite_mul, zero_mul,
      Finset.sum_add_distrib, Finset.sum_sub_distrib, ← Finset.mul_sum, hx, mul_zero,
      sub_zero, Finset.sum_ite_eq, Finset.mem_univ, if_true]
  have hpos : ∀ i j, 0 ≤ K i j - c + if i = j then b else 0 := by
    intro i j
    by_cases h : i = j
    · subst h
      rw [if_pos rfl]
      exact hb i
    · rw [if_neg h]
      linarith [hK.lower i j h]
  have hcol : ∀ j, ∑ i, (K i j - c + if i = j then b else 0)
      = b - Fintype.card ι * c := by
    intro j
    simp only [Finset.sum_add_distrib, Finset.sum_sub_distrib, hK.colSum, Finset.sum_const,
      Finset.card_univ, nsmul_eq_mul, Finset.sum_ite_eq', Finset.mem_univ, if_true]
    ring
  calc ∑ i, |(K *ᵥ x) i + b * x i|
      ≤ ∑ i, ∑ j, (K i j - c + if i = j then b else 0) * |x j| := by
        refine Finset.sum_le_sum fun i _ => ?_
        rw [hrow]
        exact (Finset.abs_sum_le_sum_abs _ _).trans_eq
          (Finset.sum_congr rfl fun j _ => by rw [abs_mul, abs_of_nonneg (hpos i j)])
    _ = (b - Fintype.card ι * c) * ∑ i, |x i| := by
        rw [Finset.sum_comm, Finset.mul_sum]
        exact Finset.sum_congr rfl fun j _ => by rw [← Finset.sum_mul, hcol]

/-- Grönwall's inequality for the sum of absolute values of a time-dependent vector. -/
theorem l1_growth {w w' : ℝ → ι → ℝ} {a : ℝ}
    (hw : ∀ t, 0 ≤ t → HasDerivWithinAt w (w' t) (Ici 0) t)
    (hb : ∀ t, 0 ≤ t → ∑ i, |w' t i| ≤ a * ∑ i, |w t i|) {t : ℝ} (ht : 0 ≤ t) :
    ∑ i, |w t i| ≤ Real.exp (a * t) * ∑ i, |w 0 i| := by
  -- regard the vectors as elements of the space with the ℓ¹ norm
  let e := (PiLp.continuousLinearEquiv 1 ℝ (fun _ : ι => ℝ)).symm
  have hn : ∀ x : ι → ℝ, ‖e x‖ = ∑ i, |x i| := by
    intro x
    rw [PiLp.norm_eq_sum (p := 1) (by norm_num)]
    simp [e]
  have hd : ∀ s, 0 ≤ s →
      HasDerivWithinAt (fun r => e (w r)) (e (w' s)) (Ici 0) s := fun s hs =>
    (e : (ι → ℝ) →L[ℝ] PiLp 1 (fun _ : ι => ℝ)).hasFDerivAt.comp_hasDerivWithinAt s (hw s hs)
  have key : ‖e (w t)‖ ≤ gronwallBound ‖e (w 0)‖ a 0 (t - 0) :=
    norm_le_gronwallBound_of_norm_deriv_right_le (f := fun r => e (w r))
      (f' := fun r => e (w' r)) (b := t)
      (fun s hs => (hd s hs.1).continuousWithinAt.mono Icc_subset_Ici_self)
      (fun s hs => (hd s hs.1).mono (Ici_subset_Ici.2 hs.1)) le_rfl
      (fun s hs => by
        rw [add_zero]
        show ‖e (w' s)‖ ≤ a * ‖e (w s)‖
        rw [hn, hn]
        exact hb s hs.1) t ⟨ht, le_rfl⟩
  rw [gronwallBound_ε0, sub_zero, hn, hn] at key
  linarith

/-- For two solutions of the `N`-site exchange equations with equal initial totals, the distance at
time `t ≥ 0` is at most `exp (-N c t)` times the initial one, where `c` bounds all exchange rates
below. -/
theorem exchange_contraction {K : Matrix ι ι ℝ} {c : ℝ} (hK : IsExchangeMatrix K c)
    {n m : ℝ → ι → ℝ} (hn : Solves K n) (hm : Solves K m)
    (htot : ∑ i, n 0 i = ∑ i, m 0 i) {t : ℝ} (ht : 0 ≤ t) :
    popDist (n t) (m t)
      ≤ Real.exp (-(Fintype.card ι * c) * t) * popDist (n 0) (m 0) := by
  obtain ⟨b, hb⟩ : ∃ b : ℝ, ∀ i, 0 ≤ K i i - c + b := by
    refine ⟨|c| + ∑ i, |K i i|, fun i => ?_⟩
    have h := Finset.single_le_sum (f := fun i => |K i i|)
      (fun j _ => abs_nonneg (K j j)) (Finset.mem_univ i)
    have h' : |K i i| ≤ ∑ i, |K i i| := h
    linarith [neg_abs_le (K i i), le_abs_self c]
  -- the difference, rescaled by `exp (b t)`, obeys `w' = (K + b) w` and has zero sum
  let w : ℝ → ι → ℝ := fun s => Real.exp (b * s) • (n s - m s)
  have hw : ∀ s, 0 ≤ s → HasDerivWithinAt w (K *ᵥ w s + b • w s) (Ici 0) s := by
    intro s hs
    have h := (hasDerivAt_exp_rate b s).hasDerivWithinAt.smul ((hn s hs).sub (hm s hs))
    refine h.congr_deriv ?_
    simp only [w, Matrix.mulVec_smul, Matrix.mulVec_sub, smul_smul, Pi.sub_apply]
  have hsum : ∀ s, 0 ≤ s → ∑ i, w s i = 0 := by
    intro s hs
    simp only [w, Pi.smul_apply, Pi.sub_apply, smul_eq_mul, ← Finset.mul_sum,
      Finset.sum_sub_distrib]
    rw [total_conserved hK.colSum hn hs, total_conserved hK.colSum hm hs, htot, sub_self,
      mul_zero]
  have h := l1_growth hw (fun s hs => shifted_bound hK hb (hsum s hs)) ht
  have hnorm : ∀ s, ∑ i, |w s i| = Real.exp (b * s) * popDist (n s) (m s) := by
    intro s
    simp only [w, popDist, Pi.smul_apply, Pi.sub_apply, smul_eq_mul, abs_mul, Real.abs_exp,
      ← Finset.mul_sum]
  have hexp : Real.exp ((b - Fintype.card ι * c) * t)
      = Real.exp (b * t) * Real.exp (-(Fintype.card ι * c) * t) := by
    rw [← Real.exp_add]
    congr 1
    ring
  rw [hnorm, hnorm, hexp, mul_zero, Real.exp_zero, one_mul, mul_assoc] at h
  exact le_of_mul_le_mul_left h (Real.exp_pos _)

/-- The distance from a solution to a stationary population `p` of the same total is, at time `t ≥
0`, at most `exp (-N c t)` times the initial distance. -/
theorem approach_to_equilibrium {K : Matrix ι ι ℝ} {c : ℝ} (hK : IsExchangeMatrix K c)
    {n : ℝ → ι → ℝ} (hn : Solves K n) {p : ι → ℝ} (hp : K *ᵥ p = 0)
    (htot : ∑ i, n 0 i = ∑ i, p i) {t : ℝ} (ht : 0 ≤ t) :
    popDist (n t) p ≤ Real.exp (-(Fintype.card ι * c) * t) * popDist (n 0) p :=
  exchange_contraction hK hn (m := fun _ => p)
    (fun s _ => (hasDerivWithinAt_const s (Ici 0) p).congr_deriv hp.symm) htot ht

/-- If all exchange rates are at least `c > 0`, two stationary populations with the same
total are equal. -/
theorem equilibrium_unique {K : Matrix ι ι ℝ} {c : ℝ} (hK : IsExchangeMatrix K c)
    (hc : 0 < c) {p q : ι → ℝ} (hp : K *ᵥ p = 0) (hq : K *ᵥ q = 0)
    (htot : ∑ i, p i = ∑ i, q i) : p = q := by
  funext i
  have hN : (0 : ℝ) < Fintype.card ι := by
    exact_mod_cast Fintype.card_pos_iff.2 ⟨i⟩
  have h := approach_to_equilibrium hK (n := fun _ => p)
    (fun s _ => (hasDerivWithinAt_const s (Ici 0) p).congr_deriv hp.symm) hq htot
    (zero_le_one' ℝ)
  have hlt : Real.exp (-(Fintype.card ι * c) * 1) < 1 :=
    Real.exp_lt_one_iff.2 (by linarith [mul_pos hN hc])
  -- a distance that shrinks by a factor below one yet stays constant must vanish
  have h0 : popDist p q ≤ 0 := by
    by_contra hcon
    have hpos := not_le.1 hcon
    have h2 := mul_lt_mul_of_pos_right hlt hpos
    have h3 : popDist p q ≤ Real.exp (-(Fintype.card ι * c) * 1) * popDist p q := h
    linarith
  have h1 : |p i - q i| ≤ popDist p q :=
    Finset.single_le_sum (f := fun i => |p i - q i|)
      (fun j _ => abs_nonneg (p j - q j)) (Finset.mem_univ i)
  exact sub_eq_zero.1 (abs_eq_zero.1 (le_antisymm (h1.trans h0) (abs_nonneg _)))

/-- Uniform exchange: every pair of different sites exchanges with the same rate `c`. -/
def uniformExchange (ι : Type*) [Fintype ι] [DecidableEq ι] (c : ℝ) : Matrix ι ι ℝ :=
  Matrix.of fun i j => c - if i = j then Fintype.card ι * c else 0

/-- Populations that start at `p + x i` on site `i`, with the deviation `x` multiplied by `exp (-N c
t)` at time `t`. -/
def uniformDecay (c p : ℝ) (x : ι → ℝ) (t : ℝ) (i : ι) : ℝ :=
  p + Real.exp (-(Fintype.card ι * c) * t) * x i

/-- The uniform exchange matrix has zero column sums and off-diagonal rates at least `c`. -/
theorem uniformExchange_witness [DecidableEq ι] (c : ℝ) :
    IsExchangeMatrix (uniformExchange ι c) c where
  colSum j := by simp [uniformExchange, Finset.sum_sub_distrib]
  lower i j h := by simp [uniformExchange, h]

/-- Under uniform exchange, deviations `x` and `y` of zero sum give two solutions whose distance is
exactly `exp (-N c t)` times the initial one. -/
theorem uniform_sharp [DecidableEq ι] (c p : ℝ) {x y : ι → ℝ}
    (hx : ∑ i, x i = 0) (hy : ∑ i, y i = 0) :
    Solves (uniformExchange ι c) (uniformDecay c p x) ∧
    Solves (uniformExchange ι c) (uniformDecay c p y) ∧
    ∀ t, popDist (uniformDecay c p x t) (uniformDecay c p y t)
      = Real.exp (-(Fintype.card ι * c) * t)
        * popDist (uniformDecay c p x 0) (uniformDecay c p y 0) := by
  have hsol : ∀ z : ι → ℝ, ∑ i, z i = 0 →
      Solves (uniformExchange ι c) (uniformDecay c p z) := by
    intro z hz t _
    refine HasDerivAt.hasDerivWithinAt (hasDerivAt_pi.2 fun i => ?_)
    have h := ((hasDerivAt_exp_rate (-(Fintype.card ι * c)) t).mul_const (z i)).const_add p
    refine h.congr_deriv ?_
    simp only [Matrix.mulVec, dotProduct, uniformExchange, Matrix.of_apply, uniformDecay,
      sub_mul, ite_mul, zero_mul, Finset.sum_sub_distrib, Finset.sum_ite_eq,
      Finset.mem_univ, if_true, ← Finset.mul_sum, Finset.sum_add_distrib,
      Finset.sum_const, Finset.card_univ, nsmul_eq_mul, hz]
    ring
  refine ⟨hsol x hx, hsol y hy, fun t => ?_⟩
  simp only [popDist, uniformDecay, add_sub_add_left_eq_sub, ← mul_sub, abs_mul,
    Real.abs_exp, ← Finset.mul_sum, mul_zero, Real.exp_zero, one_mul]

end

end ExchangeContraction
```

```lean
#print axioms ExchangeContraction.exchange_contraction
#print axioms ExchangeContraction.equilibrium_unique
#print axioms ExchangeContraction.uniform_sharp
```

```
'ExchangeContraction.exchange_contraction' depends on axioms: [propext, Classical.choice, Quot.sound]
'ExchangeContraction.equilibrium_unique' depends on axioms: [propext, Classical.choice, Quot.sound]
'ExchangeContraction.uniform_sharp' depends on axioms: [propext, Classical.choice, Quot.sound]
```

## How the proof follows the derivation

`total_conserved` differentiates the total population, exchanges the two sums with `Finset.sum_comm` and uses the zero column sums. A continuous function whose right derivative vanishes on an interval is constant there, which gives conservation.

`shifted_bound` is the matrix estimate. Its three intermediate facts match the three properties of A: `hrow` rewrites Kx + bx as Ax for zero-sum x, `hpos` gives the nonnegative entries, and `hcol` computes the column sums. The `calc` block then applies the triangle inequality and exchanges the sums.

`l1_growth` is the Grönwall step. Mathlib's default norm on `ι → ℝ` is the largest absolute entry, whereas the estimate concerns the sum. The map `e` therefore carries the vectors into `PiLp 1`, where the norm is that sum, as `hn` records. Mathlib's Grönwall theorem is applied there with no inhomogeneous term.

`exchange_contraction` combines these results. It first chooses b as |c| + Σ_i |K_ii|, which makes every diagonal entry of A nonnegative. It then defines `w`, derives its equation of motion in `hw` using `hasDerivAt_exp_rate` and the product rule, and obtains its zero sum in `hsum` from conservation. After `l1_growth`, the identity `hexp` splits exp((b − Nc)t) into two factors, and the last line cancels the positive factor exp(bt).

`approach_to_equilibrium` applies the main theorem with a constant second solution. `equilibrium_unique` makes both solutions constant and evaluates the bound at t = 1; `h0` shows that the distance is at most zero, and `h1` transfers this to each site.

The remaining results treat uniform exchange. `uniformExchange_witness` checks that the matrix satisfies both conditions. In `uniform_sharp`, `hsol` verifies the kinetic equation for the explicit functions `uniformDecay`, and the final simplification takes the common exponential out of the sum of absolute differences, which gives the equality.
